# The generalised Kohn-Sham matrix as the gradient of an energy with scaled exact exchange

## Integrals, density matrix and energy

Let p, q, r, s label a finite set of real orthonormal orbitals, the type `n`. The one-electron matrix h and the density matrix P are real matrices over `n`; P is summed over spin, as for a closed shell. A second finite type `m` labels grid points.

In Lean 4 with Mathlib:

```lean
import Mathlib

open Matrix

namespace GeneralisedKohnSham

noncomputable section

variable {n m : Type*} [Fintype n] [Fintype m]
```

The two-electron integrals (pq|rs) are a real function `g p q r s`. Two permutations generate their eightfold symmetry:

(qp|rs) = (pq|rs), (rs|pq) = (pq|rs).

The first holds because real orbitals carry no complex conjugation, so that p and q enter the product φ_p φ_q alike, the second because the repulsion is the same when the electrons are exchanged.

```lean
/-- Eightfold permutational symmetry of real two-electron integrals `g p q r s = (pq|rs)`,
given by two generating permutations. -/
structure EightfoldSymm (g : n → n → n → n → ℝ) : Prop where
  left : ∀ p q r s, g q p r s = g p q r s
  exch : ∀ p q r s, g r s p q = g p q r s
```

The Coulomb matrix is the repulsion from the total density:

J(P)_pq = Σ_rs (pq|rs) P_rs.

```lean
/-- The Coulomb matrix `J(P)_pq = ∑ (pq|rs) P_rs`. -/
def coulomb (g : n → n → n → n → ℝ) (P : Matrix n n ℝ) : Matrix n n ℝ :=
  Matrix.of fun p q => ∑ r, ∑ s, g p q r s * P r s
```

The exchange matrix pairs the indices differently:

K(P)_pq = Σ_rs (pr|qs) P_rs.

```lean
/-- The exchange matrix `K(P)_pq = ∑ (pr|qs) P_rs`. -/
def exchange (g : n → n → n → n → ℝ) (P : Matrix n n ℝ) : Matrix n n ℝ :=
  Matrix.of fun p q => ∑ r, ∑ s, g p r q s * P r s
```

The energy is

E(P) = tr(hP) + tr(P J(P))/2 − a tr(P K(P))/4.

The real number a is the fraction of exact exchange retained: a = 1 gives the electronic energy of closed-shell Hartree-Fock, a = 0 leaves only the one-electron and Coulomb terms. There is no semilocal exchange-correlation term, and J and K share the same integrals, so range-separated exchange is not covered.

```lean
/-- The hybrid energy `tr(hP) + tr(P J(P))/2 - a tr(P K(P))/4` with exchange fraction `a`. -/
def energy (g : n → n → n → n → ℝ) (h : Matrix n n ℝ) (a : ℝ) (P : Matrix n n ℝ) : ℝ :=
  trace (h * P) + trace (P * coulomb g P) / 2 - a * trace (P * exchange g P) / 4
```

The candidate for the gradient is

F = h + J(P) − (a/2) K(P).

With a single orbital, h = ε, (11|11) = u and P = ρ, the energy is ερ + uρ²/2 − auρ²/4, and its derivative is indeed F = ε + (1 − a/2)uρ.

```lean
/-- The generalised Kohn-Sham matrix `F = h + J(P) - (a/2) K(P)`. -/
def fock (g : n → n → n → n → ℝ) (h : Matrix n n ℝ) (a : ℝ) (P : Matrix n n ℝ) :
    Matrix n n ℝ :=
  h + coulomb g P - (a / 2) • exchange g P
```

## Integrals that have the symmetry

On a line, with quadrature weights absorbed into the orbital values, take

(pq|rs) = Σ_ij φ_p(x_i) φ_q(x_i) φ_r(x_j) φ_s(x_j) / (1 + |x_i − x_j|).

```lean
/-- Two-electron integrals of real orbitals `φ` on grid points `x` of a line, with the
softened Coulomb repulsion `1 / (1 + |x - x'|)`. -/
def softCoulomb (x : m → ℝ) (φ : m → n → ℝ) (p q r s : n) : ℝ :=
  ∑ i, ∑ j, φ i p * φ i q * φ j r * φ j s / (1 + |x i - x j|)
```

Swapping p and q reorders a product. Swapping the pairs exchanges i and j, which leaves |x_i − x_j| unchanged. The orbitals here may be any real functions.

```lean
variable {g : n → n → n → n → ℝ} {h P : Matrix n n ℝ}

omit [Fintype n] in
/-- Softened Coulomb integrals of any real orbitals on a grid have the eightfold symmetry. -/
theorem softCoulomb_witness (x : m → ℝ) (φ : m → n → ℝ) :
    EightfoldSymm (softCoulomb x φ) := by
  constructor
  · intro p q r s
    unfold softCoulomb
    refine Finset.sum_congr rfl fun i _ => Finset.sum_congr rfl fun j _ => ?_
    ring
  · intro p q r s
    unfold softCoulomb
    rw [Finset.sum_comm]
    refine Finset.sum_congr rfl fun j _ => Finset.sum_congr rfl fun i _ => ?_
    rw [abs_sub_comm (x i) (x j)]
    ring
```

## Symmetry and self-adjointness of J and K

Two facts about finite sums are needed. The first renames the pairs (p,q) and (r,s):

Σ_pqrs f(p,q,r,s) = Σ_pqrs f(r,s,p,q).

```lean
private lemma sum_swap_pairs (f : n → n → n → n → ℝ) :
    ∑ p, ∑ q, ∑ r, ∑ s, f p q r s = ∑ p, ∑ q, ∑ r, ∑ s, f r s p q := by
  have key : ∀ f : n → n → n → n → ℝ, ∑ p, ∑ q, ∑ r, ∑ s, f p q r s
      = ∑ x : n × n, ∑ y : n × n, f x.1 x.2 y.1 y.2 := by
    intro f
    simp only [Fintype.sum_prod_type]
  exact (key f).trans (Finset.sum_comm.trans (key fun p q r s => f r s p q).symm)
```

The second is positivity of the trace form:

tr(AAᵀ) = Σ_ij A_ij² = 0 implies A = 0.

```lean
private lemma eq_zero_of_trace {A : Matrix n n ℝ} (hA : trace (A * Aᵀ) = 0) : A = 0 := by
  simp only [Matrix.trace, Matrix.diag_apply, Matrix.mul_apply, Matrix.transpose_apply] at hA
  ext i j
  have h1 := (Finset.sum_eq_zero_iff_of_nonneg (fun i _ =>
    Finset.sum_nonneg fun j _ => mul_self_nonneg (A i j))).1 hA i (Finset.mem_univ i)
  have h2 := (Finset.sum_eq_zero_iff_of_nonneg (fun j _ =>
    mul_self_nonneg (A i j))).1 h1 j (Finset.mem_univ j)
  exact mul_self_eq_zero.1 h2
```

For symmetric P, J(P)_qp = J(P)_pq follows from (qp|rs) = (pq|rs). For exchange,

K(P)_qp = Σ_rs (qr|ps) P_rs = Σ_rs (ps|qr) P_sr = K(P)_pq.

```lean
/-- For integrals with eightfold symmetry, the Coulomb and exchange matrices of a symmetric density
matrix are symmetric. -/
theorem coulomb_exchange_isSymm (hg : EightfoldSymm g) (hP : P.IsSymm) :
    (coulomb g P).IsSymm ∧ (exchange g P).IsSymm := by
  constructor
  · refine Matrix.IsSymm.ext fun p q => ?_
    show ∑ r, ∑ s, g q p r s * P r s = ∑ r, ∑ s, g p q r s * P r s
    refine Finset.sum_congr rfl fun r _ => Finset.sum_congr rfl fun s _ => ?_
    rw [hg.left p q r s]
  · refine Matrix.IsSymm.ext fun p q => ?_
    show ∑ r, ∑ s, g q r p s * P r s = ∑ r, ∑ s, g p r q s * P r s
    -- exchange the two electrons and rename the summed orbitals
    rw [Finset.sum_comm]
    refine Finset.sum_congr rfl fun s _ => Finset.sum_congr rfl fun r _ => ?_
    rw [hg.exch p s q r, hP.apply r s]
```

Self-adjointness holds for all real A and B, symmetric or not. After the pairs are renamed, the Coulomb sums agree term by term:

tr(A J(B)) = Σ_pqrs A_rs (sr|pq) B_pq = Σ_pqrs B_pq (qp|rs) A_rs = tr(J(A) B).

```lean
/-- For integrals with eightfold symmetry, the Coulomb map is self-adjoint for the trace form. -/
theorem coulomb_selfAdjoint (hg : EightfoldSymm g) (A B : Matrix n n ℝ) :
    trace (A * coulomb g B) = trace (coulomb g A * B) := by
  rw [Matrix.trace_mul_comm (coulomb g A) B]
  simp only [Matrix.trace, Matrix.diag_apply, Matrix.mul_apply, coulomb, Matrix.of_apply,
    Finset.mul_sum]
  refine (sum_swap_pairs _).trans ?_
  refine Finset.sum_congr rfl fun p _ => Finset.sum_congr rfl fun q _ =>
    Finset.sum_congr rfl fun r _ => Finset.sum_congr rfl fun s _ => ?_
  show A r s * (g s r p q * B p q) = B p q * (g q p r s * A r s)
  rw [(hg.left r s p q).trans ((hg.exch p q r s).trans (hg.left p q r s).symm)]
  ring
```

For exchange the coefficients to compare are (sp|rq) and (qr|ps):

(sp|rq) = (ps|rq) = (ps|qr) = (qr|ps).

The middle equality, a swap within the second pair, is derived from the two generators as `right`.

```lean
/-- For integrals with eightfold symmetry, the exchange map is self-adjoint for the trace form. -/
theorem exchange_selfAdjoint (hg : EightfoldSymm g) (A B : Matrix n n ℝ) :
    trace (A * exchange g B) = trace (exchange g A * B) := by
  -- the swap within the second pair follows from the two generators
  have right : ∀ p q r s, g p q s r = g p q r s := fun p q r s =>
    (hg.exch p q s r).symm.trans ((hg.left r s p q).trans (hg.exch p q r s))
  rw [Matrix.trace_mul_comm (exchange g A) B]
  simp only [Matrix.trace, Matrix.diag_apply, Matrix.mul_apply, exchange, Matrix.of_apply,
    Finset.mul_sum]
  refine (sum_swap_pairs _).trans ?_
  refine Finset.sum_congr rfl fun p _ => Finset.sum_congr rfl fun q _ =>
    Finset.sum_congr rfl fun r _ => Finset.sum_congr rfl fun s _ => ?_
  show A r s * (g s p r q * B p q) = B p q * (g q r p s * A r s)
  rw [(hg.left p s r q).trans ((right p s q r).trans (hg.exch q r p s))]
  ring
```

## The energy along a line

Both maps are linear. For Coulomb,

J(A + tB) = J(A) + t J(B),

```lean
private lemma coulomb_line (A B : Matrix n n ℝ) (t : ℝ) :
    coulomb g (A + t • B) = coulomb g A + t • coulomb g B := by
  ext p q
  simp only [coulomb, Matrix.of_apply, Matrix.add_apply, Matrix.smul_apply, smul_eq_mul,
    Finset.mul_sum, ← Finset.sum_add_distrib]
  refine Finset.sum_congr rfl fun r _ => Finset.sum_congr rfl fun s _ => ?_
  ring
```

and for exchange,

K(A + tB) = K(A) + t K(B).

```lean
private lemma exchange_line (A B : Matrix n n ℝ) (t : ℝ) :
    exchange g (A + t • B) = exchange g A + t • exchange g B := by
  ext p q
  simp only [exchange, Matrix.of_apply, Matrix.add_apply, Matrix.smul_apply, smul_eq_mul,
    Finset.mul_sum, ← Finset.sum_add_distrib]
  refine Finset.sum_congr rfl fun r _ => Finset.sum_congr rfl fun s _ => ?_
  ring
```

Substituting P + tD produces two cross terms in each quadratic form, and self-adjointness makes them equal:

tr(P J(D)) + tr(D J(P)) = 2 tr(J(P) D),

and likewise for K. Hence, exactly,

E(P + tD) = E(P) + t tr(FD) + t² [tr(D J(D))/2 − a tr(D K(D))/4].

In the code, `linear_combination` merges the cross terms.

```lean
/-- For integrals with eightfold symmetry, the hybrid energy along a line `P + tD` is an exact
quadratic in `t`, with linear coefficient `tr(F D)`. -/
theorem energy_expansion (hg : EightfoldSymm g) (a : ℝ) (P D : Matrix n n ℝ) (t : ℝ) :
    energy g h a (P + t • D) = energy g h a P + t * trace (fock g h a P * D)
      + t ^ 2 * (trace (D * coulomb g D) / 2 - a * trace (D * exchange g D) / 4) := by
  have j1 := coulomb_selfAdjoint hg P D
  have j2 := Matrix.trace_mul_comm D (coulomb g P)
  have k1 := exchange_selfAdjoint hg P D
  have k2 := Matrix.trace_mul_comm D (exchange g P)
  simp only [energy, fock, coulomb_line, exchange_line, Matrix.mul_add, Matrix.add_mul,
    Matrix.sub_mul, Matrix.mul_smul, Matrix.smul_mul, Matrix.trace_add, Matrix.trace_sub,
    Matrix.trace_smul, smul_eq_mul]
  -- the two cross terms of each quadratic form coincide
  linear_combination (t / 2) * j1 + (t / 2) * j2 - (a * t / 4) * k1 - (a * t / 4) * k2
```

The derivative at t = 0 is the linear coefficient:

dE(P + tD)/dt = tr(FD).

This needs the symmetry (rs|pq) = (pq|rs). For an artificial example, which no repulsion between identical electrons produces, take two orbitals, h = 0, a = 0, and (11|22) = 1 as the only nonzero integral, so that (22|11) = 0. Then E = P₁₁P₂₂/2. At P = 1 along D = diag(1, 0) the derivative is 1/2, but tr(FD) = 1.

```lean
/-- For integrals with eightfold symmetry, the derivative of the hybrid energy at `P` along any
direction `D` is `tr(F D)`. -/
theorem energy_hasDerivAt (hg : EightfoldSymm g) (a : ℝ) (P D : Matrix n n ℝ) :
    HasDerivAt (fun t : ℝ => energy g h a (P + t • D)) (trace (fock g h a P * D)) 0 := by
  set b := trace (fock g h a P * D) with hb
  set c := trace (D * coulomb g D) / 2 - a * trace (D * exchange g D) / 4 with hc
  have e : (fun t : ℝ => energy g h a (P + t • D))
      = fun t : ℝ => (energy g h a P + t * b) + t * t * c := by
    funext t
    rw [energy_expansion hg, ← hb, ← hc]
    ring
  rw [e]
  have h0 := hasDerivAt_id' (0 : ℝ)
  exact (((h0.mul_const b).const_add (energy g h a P)).fun_add
    ((h0.fun_mul h0).mul_const c)).congr_deriv (by simp)
```

## The only symmetric gradient

If h and P are symmetric, so is each term of F:

Fᵀ = hᵀ + J(P)ᵀ − (a/2) K(P)ᵀ = F.

```lean
/-- For integrals with eightfold symmetry and symmetric `h` and `P`, the matrix `F = h + J(P) -
(a/2) K(P)` is symmetric. -/
theorem fock_isSymm (hg : EightfoldSymm g) (hh : h.IsSymm) (hP : P.IsSymm) (a : ℝ) :
    (fock g h a P).IsSymm :=
  (hh.add (coulomb_exchange_isSymm hg hP).1).sub ((coulomb_exchange_isSymm hg hP).2.smul _)
```

Suppose a symmetric G also gives the derivative as tr(GD) for every symmetric D. Choosing D = G − F,

0 = tr((G − F)D) = tr(DDᵀ),

so G = F. With two or more orbitals the symmetry of G matters, since adding a nonzero antisymmetric matrix changes no trace against a symmetric D.

```lean
/-- For integrals with eightfold symmetry and symmetric `h` and `P`, a symmetric matrix `G` gives
the derivative of the hybrid energy as `tr(G D)` along every symmetric direction `D` exactly when `G
= h + J(P) - (a/2) K(P)`. -/
theorem isGradient_iff_eq_fock (hg : EightfoldSymm g) (hh : h.IsSymm) (hP : P.IsSymm)
    (a : ℝ) {G : Matrix n n ℝ} (hG : G.IsSymm) :
    (∀ D : Matrix n n ℝ, D.IsSymm →
      HasDerivAt (fun t : ℝ => energy g h a (P + t • D)) (trace (G * D)) 0)
      ↔ G = fock g h a P := by
  constructor
  · intro H
    -- test on the direction `G - F`
    have hD : (G - fock g h a P).IsSymm := hG.sub (fock_isSymm hg hh hP a)
    have e := (H _ hD).unique (energy_hasDerivAt hg a P _)
    refine sub_eq_zero.1 (eq_zero_of_trace ?_)
    rw [hD.eq, Matrix.sub_mul, Matrix.trace_sub, e, sub_self]
  · rintro rfl D _
    exact energy_hasDerivAt hg a P D
```

## Stationarity under orbital rotations

A rotation exp(tX) with Xᵀ = −X changes P to first order by t(XP − PX). Cyclicity of the trace gives

tr(F(XP − PX)) = tr((PF − FP)X).

If FP = PF, this vanishes for every X. Conversely, C = PF − FP is antisymmetric, and X = C gives 0 = tr(C²) = −tr(CCᵀ), so C = 0.

For a closed-shell determinant, P/2 is the projector onto the occupied orbitals. Then FP = PF says that these orbitals can be chosen as eigenvectors of the F built from them, which is the self-consistency condition of the generalised Kohn-Sham scheme for this energy. The size of the commutator can serve as a convergence measure. The theorem concerns stationary points, not minima, and does not require P/2 to be a projector.

```lean
/-- For integrals with eightfold symmetry and symmetric `h` and `P`, the hybrid energy is stationary
along all first-order orbital rotations `XP - PX`, with `X` antisymmetric, exactly when `F` commutes
with the density matrix. -/
theorem stationary_iff_commute (hg : EightfoldSymm g) (hh : h.IsSymm) (hP : P.IsSymm) (a : ℝ) :
    (∀ X : Matrix n n ℝ, Xᵀ = -X →
      HasDerivAt (fun t : ℝ => energy g h a (P + t • (X * P - P * X))) 0 0)
      ↔ fock g h a P * P = P * fock g h a P := by
  have hF := fock_isSymm hg hh hP a
  have key : ∀ F X : Matrix n n ℝ,
      trace (F * (X * P - P * X)) = trace ((P * F - F * P) * X) := by
    intro F X
    rw [Matrix.mul_sub, Matrix.sub_mul, Matrix.trace_sub, Matrix.trace_sub,
      ← Matrix.mul_assoc F X P, ← Matrix.mul_assoc F P X,
      Matrix.trace_mul_comm (F * X) P, ← Matrix.mul_assoc P F X]
  constructor
  · intro H
    -- rotate along the commutator itself
    have hC : (P * fock g h a P - fock g h a P * P)ᵀ
        = -(P * fock g h a P - fock g h a P * P) := by
      rw [Matrix.transpose_sub, Matrix.transpose_mul, Matrix.transpose_mul, hP.eq, hF.eq,
        neg_sub]
    have e := (H _ hC).unique (energy_hasDerivAt hg a P _)
    rw [key] at e
    refine (sub_eq_zero.1 (eq_zero_of_trace ?_)).symm
    rw [hC, Matrix.mul_neg, Matrix.trace_neg, ← e, neg_zero]
  · intro H X _
    refine (energy_hasDerivAt hg a P _).congr_deriv ?_
    rw [key, H, sub_self, Matrix.zero_mul, Matrix.trace_zero]

end

end GeneralisedKohnSham
```

```lean
#print axioms GeneralisedKohnSham.isGradient_iff_eq_fock
#print axioms GeneralisedKohnSham.stationary_iff_commute
```

```
'GeneralisedKohnSham.isGradient_iff_eq_fock' depends on axioms: [propext, Classical.choice, Quot.sound]
'GeneralisedKohnSham.stationary_iff_commute' depends on axioms: [propext, Classical.choice, Quot.sound]
```
